# For cusp-correct partial waves and flat remainders, orbital times remainder at the nucleus fixes the density's cusp defect

Take the orbital exp(−Zr) at a nucleus of charge Z > 0 and add a constant b > 0. The slope at r = 0 is still −Z, but the value is now 1 + b, so the squared orbital no longer obeys the cusp condition n'(0) = −2Z n(0).

I think the same thing happens in PAW when the partial waves are incomplete. Write each orbital as u_k = Σ_i c_ki φ_i + g_k, where the partial waves satisfy φ_i'(0) = −Z φ_i(0) and the remainder g_k has zero slope at the nucleus. With occupations f_k, the density n = Σ_k f_k u_k² should then satisfy

n'(0) + 2Z n(0) = 2Z Σ_k f_k u_k(0) g_k(0).

Can this be proved rigorously and checked in Lean, including for the actual PAW form of the orbital?

## The remainder adds value but no slope

Yes. Start with numbers: for Z = 2 and b = 0.1, u(0) = 1.1 and u'(0) = −2. Hence n(0) = 1.21 and n'(0) = 2 · 1.1 · (−2) = −4.4, and the defect is

−4.4 + 4 · 1.21 = 0.44 = 2Z b(1 + b).

With b ≠ 0 this function cannot be normalised over all space, so it only illustrates the form of an orbital near the nucleus. Rescaling it leaves the ratio of defect to n(0), about 0.364, unchanged.

In general, differentiating the expansion gives

u_k'(0) = −Z Σ_i c_ki φ_i(0) = −Z (u_k(0) − g_k(0)).

The chain rule then gives

n'(0) = Σ_k 2 f_k u_k(0) u_k'(0) = −2Z n(0) + 2Z Σ_k f_k u_k(0) g_k(0),

which is the claim.

The PAW orbital is ψ̃_k + Σ_i c_ki (φ_i − φ̃_i), with pseudo orbital ψ̃_k and pseudo partial waves φ̃_i. Regrouping identifies the remainder:

g_k = ψ̃_k − Σ_i c_ki φ̃_i.

It has zero slope if the pseudo functions do.

For f_k ≥ 0, Cauchy–Schwarz bounds the squared defect:

(n'(0) + 2Z n(0))² ≤ 4Z² n(0) Σ_k f_k g_k(0)².

For Z ≠ 0, the defect vanishes for every choice of nonnegative occupations exactly when u_k(0) = 0 or g_k(0) = 0 for each k. At fixed occupations, terms of opposite sign may also cancel.

## What the Lean statements say

The finite types `κ` and `ι` label orbitals and partial waves, and `c k i` is c_ki. All functions are real functions of the distance r, and `HasDerivWithinAt … (Ici 0) 0` is the derivative from the right at the nucleus. `cuspDefect` is n'(0) + 2Z n(0). Since `derivWithin` returns 0 where no derivative exists, the main theorem `cuspDefect_density` also states that n is differentiable.

The cusp condition on φ_i is assumed; it expresses the cancellation of the −Z/r singularity in the nonrelativistic Schrödinger equation for a point nucleus, in atomic units. Zero slope stands for smooth pseudo functions. The model describes the s channel, with φ_i the radial function itself and not r times it. The coefficients are arbitrary real numbers, not necessarily projector overlaps.

```lean
import Mathlib

open Set

namespace PAWNuclearCusp

noncomputable section

variable {ι κ : Type*} [Fintype ι] [Fintype κ]

/-- A radial orbital expanded in partial waves `φ i` with coefficients `c i`, plus a remainder `g`,
which may be any function. -/
def orbital (c : ι → ℝ) (φ : ι → ℝ → ℝ) (g : ℝ → ℝ) (r : ℝ) : ℝ :=
  ∑ i, c i * φ i r + g r

/-- The density of the orbitals `u k` with occupations `f k`. -/
def density (f : κ → ℝ) (u : κ → ℝ → ℝ) (r : ℝ) : ℝ :=
  ∑ k, f k * u k r ^ 2

/-- The cusp defect `n'(0) + 2 Z n(0)` of a radial density `n` that is differentiable from
the right at the nucleus. -/
def cuspDefect (Z : ℝ) (n : ℝ → ℝ) : ℝ :=
  derivWithin n (Ici 0) 0 + 2 * Z * n 0

/-- The PAW orbital: a pseudo orbital `ψt` in which the pseudo partial waves `φt i` are
exchanged for the all-electron partial waves `φ i` with coefficients `c i`. -/
def pawOrbital (c : ι → ℝ) (φ φt : ι → ℝ → ℝ) (ψt : ℝ → ℝ) (r : ℝ) : ℝ :=
  ψt r + ∑ i, c i * (φ i r - φt i r)

/-- The part of the pseudo orbital `ψt` that its expansion in pseudo partial waves misses. -/
def residual (c : ι → ℝ) (φt : ι → ℝ → ℝ) (ψt : ℝ → ℝ) (r : ℝ) : ℝ :=
  ψt r - ∑ i, c i * φt i r

/-- If the partial waves obey the cusp condition and the remainder has zero slope at the
nucleus, the slope of the orbital there is `-Z` times its value without the remainder. -/
theorem orbital_slope {Z : ℝ} (c : ι → ℝ) {φ : ι → ℝ → ℝ} {g : ℝ → ℝ}
    (hφ : ∀ i, HasDerivWithinAt (φ i) (-Z * φ i 0) (Ici 0) 0)
    (hg : HasDerivWithinAt g 0 (Ici 0) 0) :
    HasDerivWithinAt (orbital c φ g) (-Z * (orbital c φ g 0 - g 0)) (Ici 0) 0 := by
  have h := (HasDerivWithinAt.fun_sum (u := Finset.univ)
    fun i _ => (hφ i).const_mul (c i)).fun_add hg
  refine h.congr_deriv ?_
  simp only [orbital, add_sub_cancel_right, add_zero, Finset.mul_sum]
  exact Finset.sum_congr rfl fun i _ => by ring

/-- The slope of the density at the nucleus, for orbitals with slopes `d k` there. -/
theorem density_slope (f : κ → ℝ) {u : κ → ℝ → ℝ} {d : κ → ℝ}
    (hu : ∀ k, HasDerivWithinAt (u k) (d k) (Ici 0) 0) :
    HasDerivWithinAt (density f u) (∑ k, f k * (2 * u k 0 * d k)) (Ici 0) 0 := by
  have h := HasDerivWithinAt.fun_sum (u := Finset.univ)
    fun k _ => ((hu k).fun_pow 2).const_mul (f k)
  exact h.congr_deriv (Finset.sum_congr rfl fun k _ => by norm_num)

/-- For partial waves that obey the cusp condition and remainders with zero slope at the
nucleus, the density is differentiable there from the right, and its cusp defect is
`2 Z` times the occupation-weighted sum of orbital times remainder at the nucleus. -/
theorem cuspDefect_density {Z : ℝ} (f : κ → ℝ) (c : κ → ι → ℝ) {φ : ι → ℝ → ℝ}
    {g : κ → ℝ → ℝ} (hφ : ∀ i, HasDerivWithinAt (φ i) (-Z * φ i 0) (Ici 0) 0)
    (hg : ∀ k, HasDerivWithinAt (g k) 0 (Ici 0) 0) :
    DifferentiableWithinAt ℝ (density f fun k => orbital (c k) φ (g k)) (Ici 0) 0 ∧
    cuspDefect Z (density f fun k => orbital (c k) φ (g k)) =
      2 * Z * ∑ k, f k * orbital (c k) φ (g k) 0 * g k 0 := by
  have h := density_slope f fun k => orbital_slope (c k) hφ (hg k)
  refine ⟨h.differentiableWithinAt, ?_⟩
  rw [cuspDefect, h.derivWithin (uniqueDiffOn_Ici (0 : ℝ) 0 (mem_Ici.2 le_rfl))]
  -- the terms quadratic in the orbital cancel, one orbital at a time
  simp only [density, Finset.mul_sum, ← Finset.sum_add_distrib]
  exact Finset.sum_congr rfl fun k _ => by ring

/-- For all-electron partial waves that obey the cusp condition and pseudo orbitals and pseudo
partial waves with zero slope at the nucleus, the density of the squared PAW orbitals is
differentiable there from the right, and its cusp defect is `2 Z` times the occupation-weighted sum
of PAW orbital times `residual` at the nucleus. -/
theorem cuspDefect_paw {Z : ℝ} (f : κ → ℝ) (c : κ → ι → ℝ) {φ φt : ι → ℝ → ℝ}
    {ψt : κ → ℝ → ℝ} (hφ : ∀ i, HasDerivWithinAt (φ i) (-Z * φ i 0) (Ici 0) 0)
    (hφt : ∀ i, HasDerivWithinAt (φt i) 0 (Ici 0) 0)
    (hψt : ∀ k, HasDerivWithinAt (ψt k) 0 (Ici 0) 0) :
    DifferentiableWithinAt ℝ (density f fun k => pawOrbital (c k) φ φt (ψt k)) (Ici 0) 0 ∧
    cuspDefect Z (density f fun k => pawOrbital (c k) φ φt (ψt k)) =
      2 * Z * ∑ k, f k * pawOrbital (c k) φ φt (ψt k) 0 * residual (c k) φt (ψt k) 0 := by
  -- regroup the PAW orbital into partial waves and remainder
  have e : ∀ k, pawOrbital (c k) φ φt (ψt k) =
      orbital (c k) φ (residual (c k) φt (ψt k)) := by
    intro k
    funext r
    simp only [pawOrbital, orbital, residual, mul_sub, Finset.sum_sub_distrib]
    ring
  have hres : ∀ k, HasDerivWithinAt (residual (c k) φt (ψt k)) 0 (Ici 0) 0 := by
    intro k
    have h := (hψt k).fun_sub (HasDerivWithinAt.fun_sum (u := Finset.univ)
      fun i _ => (hφt i).const_mul (c k i))
    exact h.congr_deriv (by simp)
  simp only [e]
  exact cuspDefect_density f c hφ hres

/-- For nonnegative occupations, partial waves that obey the cusp condition and remainders
with zero slope, the squared cusp defect is at most `4 Z²` times the density at the nucleus
times the density of the remainders there. -/
theorem cuspDefect_sq_le {Z : ℝ} {f : κ → ℝ} (hf : ∀ k, 0 ≤ f k) (c : κ → ι → ℝ)
    {φ : ι → ℝ → ℝ} {g : κ → ℝ → ℝ}
    (hφ : ∀ i, HasDerivWithinAt (φ i) (-Z * φ i 0) (Ici 0) 0)
    (hg : ∀ k, HasDerivWithinAt (g k) 0 (Ici 0) 0) :
    cuspDefect Z (density f fun k => orbital (c k) φ (g k)) ^ 2 ≤
      4 * Z ^ 2 * (density f (fun k => orbital (c k) φ (g k)) 0 * density f g 0) := by
  rw [(cuspDefect_density f c hφ hg).2]
  -- Cauchy-Schwarz with the occupations as weights
  have h : (∑ k, f k * orbital (c k) φ (g k) 0 * g k 0) ^ 2 ≤
      (∑ k, f k * orbital (c k) φ (g k) 0 ^ 2) * ∑ k, f k * g k 0 ^ 2 :=
    Finset.sum_sq_le_sum_mul_sum_of_sq_le_mul Finset.univ
      (fun k _ => mul_nonneg (hf k) (sq_nonneg _))
      (fun k _ => mul_nonneg (hf k) (sq_nonneg _)) (fun k _ => le_of_eq (by ring))
  calc _ = 4 * Z ^ 2 * (∑ k, f k * orbital (c k) φ (g k) 0 * g k 0) ^ 2 := by ring
    _ ≤ _ := mul_le_mul_of_nonneg_left h (by positivity)

/-- Let `Z ≠ 0`, let the partial waves obey the cusp condition and the remainders have zero
slope. The cusp defect vanishes for all nonnegative occupations exactly when, for each
orbital, the orbital or its remainder vanishes at the nucleus. -/
theorem cuspDefect_eq_zero_iff {Z : ℝ} (hZ : Z ≠ 0) (c : κ → ι → ℝ)
    {φ : ι → ℝ → ℝ} {g : κ → ℝ → ℝ}
    (hφ : ∀ i, HasDerivWithinAt (φ i) (-Z * φ i 0) (Ici 0) 0)
    (hg : ∀ k, HasDerivWithinAt (g k) 0 (Ici 0) 0) :
    (∀ f : κ → ℝ, (∀ k, 0 ≤ f k) →
      cuspDefect Z (density f fun k => orbital (c k) φ (g k)) = 0) ↔
    ∀ k, orbital (c k) φ (g k) 0 = 0 ∨ g k 0 = 0 := by
  classical
  constructor
  · intro h k
    -- occupy the orbital `k` alone
    have hk := h (fun j => if j = k then 1 else 0) (fun j => by split_ifs <;> norm_num)
    rw [(cuspDefect_density _ c hφ hg).2] at hk
    have hs := (mul_eq_zero.1 hk).resolve_left (mul_ne_zero two_ne_zero hZ)
    simp only [ite_mul, one_mul, zero_mul, Finset.sum_ite_eq', Finset.mem_univ,
      if_true] at hs
    exact mul_eq_zero.1 hs
  · intro h f _
    rw [(cuspDefect_density f c hφ hg).2]
    have hs : ∑ k, f k * orbital (c k) φ (g k) 0 * g k 0 = 0 :=
      Finset.sum_eq_zero fun k _ => by rcases h k with h | h <;> rw [h] <;> ring
    rw [hs, mul_zero]

/-- The function `exp (-Z r)` obeys the cusp condition, and the density of the single
orbital `exp (-Z r) + b` has the cusp defect `2 Z b (1 + b)`. -/
theorem cuspDefect_exponential_witness (Z b : ℝ) :
    HasDerivWithinAt (fun r : ℝ => Real.exp (-Z * r)) (-Z * Real.exp (-Z * 0)) (Ici 0) 0 ∧
    cuspDefect Z (fun r => (Real.exp (-Z * r) + b) ^ 2) = 2 * Z * b * (1 + b) := by
  have h : HasDerivWithinAt (fun r : ℝ => Real.exp (-Z * r))
      (-Z * Real.exp (-Z * 0)) (Ici 0) 0 := by
    have h' := ((hasDerivAt_id (0 : ℝ)).const_mul (-Z)).exp
    exact (h'.congr_deriv (by simp)).hasDerivWithinAt
  refine ⟨h, ?_⟩
  have e : (fun r => (Real.exp (-Z * r) + b) ^ 2) =
      density (fun _ : Unit => (1 : ℝ)) (fun _ => orbital (fun _ : Unit => (1 : ℝ))
        (fun _ r => Real.exp (-Z * r)) (fun _ => b)) := by
    funext r
    simp [density, orbital]
  rw [e, (cuspDefect_density (fun _ : Unit => (1 : ℝ)) (fun _ (_ : Unit) => (1 : ℝ))
    (fun _ => h) (fun _ => hasDerivWithinAt_const (0 : ℝ) (Ici 0) b)).2]
  simp only [orbital, Finset.univ_unique, Finset.sum_singleton, mul_zero, Real.exp_zero]
  ring

end

end PAWNuclearCusp
```

```lean
#print axioms PAWNuclearCusp.cuspDefect_density
#print axioms PAWNuclearCusp.cuspDefect_paw
#print axioms PAWNuclearCusp.cuspDefect_sq_le
#print axioms PAWNuclearCusp.cuspDefect_eq_zero_iff
```

```
'PAWNuclearCusp.cuspDefect_density' depends on axioms: [propext, Classical.choice, Quot.sound]
'PAWNuclearCusp.cuspDefect_paw' depends on axioms: [propext, Classical.choice, Quot.sound]
'PAWNuclearCusp.cuspDefect_sq_le' depends on axioms: [propext, Classical.choice, Quot.sound]
'PAWNuclearCusp.cuspDefect_eq_zero_iff' depends on axioms: [propext, Classical.choice, Quot.sound]
```

## From slopes to the defect in the proof

`orbital_slope` differentiates the expansion term by term, and `density_slope` applies the chain rule to the squares. `cuspDefect_density` combines them; its final `ring` cancels the u_k(0)² terms orbital by orbital.

In `cuspDefect_paw`, the step `e` is the regrouping and `hres` shows that the remainder is flat. `cuspDefect_sq_le` uses Cauchy–Schwarz with the occupations as weights. For the forward direction of `cuspDefect_eq_zero_iff`, one orbital is occupied alone; for the converse, every term is zero. `cuspDefect_exponential_witness` is the opening example.

## Checking the remainder in a PAW calculation

The result bears on electron densities at the nucleus reconstructed from PAW orbitals, within this nonrelativistic, radial, point-nucleus model. It does not cover scalar-relativistic partial waves, which do not obey the assumed cusp condition. With projector overlaps as c_ki, the quantity to evaluate is ψ̃_k(0) − Σ_i c_ki φ̃_i(0), using s-channel values.

Check which density the code outputs. The theorems square the reconstructed orbital, whereas the usual PAW density is ñ + n¹ − ñ¹. In this model ñ = Σ_k f_k ψ̃_k², n¹ = Σ_k f_k (Σ_i c_ki φ_i)² and ñ¹ = Σ_k f_k (Σ_i c_ki φ̃_i)². Under the same slope assumptions, n¹ obeys the cusp condition and ñ and ñ¹ have zero slope, so the usual PAW density has the defect 2Z (ñ(0) − ñ¹(0)), which generally differs when the expansion is incomplete.
